# A six-site hopping matrix for which the uniform density is a mixture of ground-state densities but never the density of a pure ground state

A particle on a lattice has a degenerate lowest level. Two of its ground states have different densities, and a statistical mixture of them has the averaged density. Can a suitable on-site potential produce that same density in a single pure ground state? For the six-site model below, no potential can.

## The model and its ground states

One particle lives on sites $i=0,\dots,5$. Its state is a complex vector $\psi$ with density $n_i=|\psi_i|^2$ and squared norm $\|\psi\|^2=\sum_i n_i$. Let $V$ be the $6\times2$ matrix with rows

$$\tfrac1{\sqrt6}(\sqrt2,0),\ \tfrac1{\sqrt6}(0,\sqrt2),\ \tfrac1{\sqrt6}(1,1),\ \tfrac1{\sqrt6}(1,-1),\ \tfrac1{\sqrt6}(1,\mathrm i),\ \tfrac1{\sqrt6}(1,-\mathrm i),$$

where $\mathrm i$ is the imaginary unit, and let $T=-VV^\dagger$. Some hopping amplitudes in $T$ are complex, as they are for a charged particle on a lattice threaded by magnetic flux.

Each column of $V$ has squared norm $(2+1+1+1+1)/6=1$, and the columns have inner product $(1-1+\mathrm i-\mathrm i)/6=0$. Hence $V^\dagger V=1$. The energy of $\psi$ is

$$\langle\psi,T\psi\rangle=-\|V^\dagger\psi\|^2 .$$

Both $\langle\psi,VV^\dagger\psi\rangle$ and $\|VV^\dagger\psi\|^2$ equal $\|V^\dagger\psi\|^2$, so expanding the square gives

$$\|\psi-VV^\dagger\psi\|^2=\|\psi\|^2-\|V^\dagger\psi\|^2\ge0 .$$

For normalised $\psi$ the energy is therefore at least $-1$, with equality exactly when $\psi=VV^\dagger\psi$. The ground states are the vectors $Vc$ with $c=(c_0,c_1)$ normalised.

## Ground densities on a sphere

Put $x=2\,\mathrm{Re}(\bar c_0c_1)$, $y=2\,\mathrm{Im}(\bar c_0c_1)$ and $z=|c_0|^2-|c_1|^2$. Then

$$x^2+y^2+z^2=4|c_0|^2|c_1|^2+(|c_0|^2-|c_1|^2)^2=(|c_0|^2+|c_1|^2)^2=1,$$

so $(x,y,z)$ is a point of the Bloch sphere. The density of $Vc$ is

$$n=\tfrac16(1+z,\;1-z,\;1+x,\;1-x,\;1-y,\;1+y),$$

and therefore

$$\sum_i\left(n_i-\tfrac16\right)^2=\frac{2(x^2+y^2+z^2)}{36}=\frac1{18}.$$

Every ground density of $T$ is at the same distance from the uniform density, which is not itself a ground density.

## Why a potential does not help

Let $A$ be a Hamiltonian on a finite lattice, $E(\psi)$ its energy in the state $\psi$, and $E_0$ its lowest energy. Adding a real potential $v$ changes the energy to $E(\psi)+\sum_i v_in_i^\psi$. Suppose $\psi$ is a ground state in the potential and $n^\psi=w\,n^\varphi+(1-w)\,n^\chi$, where $\varphi,\chi$ are ground states of $A$ and $0\le w\le1$. Comparing $\psi$ with each of them gives

$$E(\psi)+\sum_iv_in_i^\psi\le E_0+\sum_iv_in_i^\varphi,\qquad E(\psi)+\sum_iv_in_i^\psi\le E_0+\sum_iv_in_i^\chi .$$

Add these with weights $w$ and $1-w$. The potential terms on the right combine to $\sum_iv_in_i^\psi$ and cancel, leaving $E(\psi)\le E_0$. So $\psi$ is already a ground state of $A$.

For $A=T$, its density must then lie on the sphere. Let $a$ and $b$ be the deviations of $n^\varphi$ and $n^\chi$ from the uniform density. The identity

$$\|wa+(1-w)b\|^2=w\|a\|^2+(1-w)\|b\|^2-w(1-w)\|a-b\|^2$$

puts the mixture strictly inside the sphere when $0<w<1$ and $a\ne b$, which is a contradiction.

**Numbers.** The states $V(1,0)$ and $V(0,1)$ have densities $(\frac13,0,\frac16,\frac16,\frac16,\frac16)$ and $(0,\frac13,\frac16,\frac16,\frac16,\frac16)$, with average $\frac16$ on every site. With weights $\frac34$ and $\frac14$ the mixture is $(\frac14,\frac1{12},\frac16,\frac16,\frac16,\frac16)$. Its squared distance from the uniform density is $2\cdot\frac1{144}=\frac1{72}$, less than $\frac1{18}$, so this density is excluded too.

**A neighbouring result.** When $0<w<1$, the same inequalities show by hand that $\varphi$ and $\chi$ are also ground states in the potential $v$. Since $E(\psi)=E_0$, neither $\sum_iv_in_i^\varphi$ nor $\sum_iv_in_i^\chi$ is below $\sum_iv_in_i^\psi$, yet their weighted average equals it. All three are therefore equal.

In density functional theory a density is called pure-state $v$-representable if it belongs to a pure ground state in some potential $v$, and ensemble $v$-representable if it belongs to a mixture of ground states in some potential $v$. For one particle with the hopping matrix $T$, the uniform density is ensemble $v$-representable, with $v=0$, but not pure-state $v$-representable.

## States, energies and potentials in Lean

The general definitions allow any finite set of sites `ι`.

```lean
import Mathlib

open Matrix

namespace EnsembleNotPureRepresentable

noncomputable section

variable {ι : Type*} [Fintype ι]
```

A state is a function `ι → ℂ`, and its density is the squared modulus of each amplitude.

```lean
/-- The density of a one-particle state: the squared modulus of the amplitude on each site. -/
def density (ψ : ι → ℂ) (i : ι) : ℝ := Complex.normSq (ψ i)
```

Normalisation will be the condition `total ψ = 1`.

```lean
/-- The total density of a state, which is its squared norm. -/
def total (ψ : ι → ℂ) : ℝ := ∑ i, density ψ i
```

The energy is the real part of the expectation value. For a Hermitian matrix such as $T$ that is the whole expectation value; the general definition does not require `A` to be Hermitian.

```lean
/-- The energy of a state: the real part of the expectation value of the matrix `A`. -/
def energy (A : Matrix ι ι ℂ) (ψ : ι → ℂ) : ℝ := (star ψ ⬝ᵥ A *ᵥ ψ).re
```

A ground state is a normalised minimiser, and degeneracy is allowed.

```lean
/-- A pure ground state: a normalised state of least energy among all normalised states. -/
def IsGroundState (A : Matrix ι ι ℂ) (ψ : ι → ℂ) : Prop :=
  total ψ = 1 ∧ ∀ φ, total φ = 1 → energy A ψ ≤ energy A φ
```

The potential is real and diagonal in the site basis, with no bound on its strength.

```lean
/-- The Hamiltonian `A` with a real on-site potential `v` added. -/
def withPotential [DecidableEq ι] (A : Matrix ι ι ℂ) (v : ι → ℝ) : Matrix ι ι ℂ :=
  A + diagonal (fun i => (v i : ℂ))
```

The matrix `frame` holds the rows without the factor $1/\sqrt6$, which `V` restores.

```lean
/-- The six unnormalised rows of the matrix `V`. -/
def frame : Matrix (Fin 6) (Fin 2) ℂ :=
  !![(Real.sqrt 2 : ℂ), 0; 0, (Real.sqrt 2 : ℂ); 1, 1; 1, -1; 1, Complex.I; 1, -Complex.I]

/-- The 6 by 2 matrix `V`, with the rows of `frame` divided by the square root of six. -/
def V : Matrix (Fin 6) (Fin 2) ℂ := ((Real.sqrt 6 : ℂ)⁻¹) • frame

/-- The hopping matrix `T = -V V†` on six sites. -/
def T : Matrix (Fin 6) (Fin 6) ℂ := -(V * Vᴴ)
```

## The variational comparison

Two facts about the squared norm come first: it is the inner product of a state with itself, and it is nonnegative.

```lean
lemma star_dot_self (ψ : ι → ℂ) : star ψ ⬝ᵥ ψ = ((total ψ : ℝ) : ℂ) := by
  simp only [total, density, dotProduct, Complex.ofReal_sum, Complex.normSq_eq_conj_mul_self]
  rfl

lemma total_nonneg (ψ : ι → ℂ) : 0 ≤ total ψ :=
  Finset.sum_nonneg fun i _ => Complex.normSq_nonneg (ψ i)
```

The next theorem splits off the potential energy as $\sum_i v_in_i$.

```lean
/-- An on-site potential changes the energy by the sum of potential times density. -/
theorem energy_withPotential [DecidableEq ι] (A : Matrix ι ι ℂ) (v : ι → ℝ) (ψ : ι → ℂ) :
    energy (withPotential A v) ψ = energy A ψ + ∑ i, v i * density ψ i := by
  unfold energy withPotential
  rw [add_mulVec, dotProduct_add, Complex.add_re]
  congr 1
  simp only [dotProduct, Complex.re_sum]
  refine Finset.sum_congr rfl fun i _ => ?_
  simp [Matrix.mulVec_diagonal, density, Complex.normSq_apply]
  ring
```

The comparison then holds for every finite lattice and every matrix `A`. In the proof, `a` and `b` are the two inequalities written above, and `s` says that the potential energy of the mixture is the mixture of the potential energies. The inequalities `c'` and `d'` compare $\varphi$ and $\chi$ with an arbitrary normalised competitor `η`, and `linarith` adds everything up.

```lean
/-- If a ground state in the potential `v` has a density that mixes two ground densities of `A`,
then it is a ground state of `A` itself. -/
theorem ground_of_mixed_density [DecidableEq ι] {A : Matrix ι ι ℂ} {v : ι → ℝ}
    {φ χ ψ : ι → ℂ} {w : ℝ} (hφ : IsGroundState A φ) (hχ : IsGroundState A χ)
    (hψ : IsGroundState (withPotential A v) ψ) (h0 : 0 ≤ w) (h1 : w ≤ 1)
    (hn : ∀ i, density ψ i = w * density φ i + (1 - w) * density χ i) :
    IsGroundState A ψ := by
  refine ⟨hψ.1, fun η hη => ?_⟩
  have a := hψ.2 φ hφ.1
  have b := hψ.2 χ hχ.1
  simp only [energy_withPotential] at a b
  -- the potential energy is linear in the density
  have s : ∑ i, v i * density ψ i
      = w * ∑ i, v i * density φ i + (1 - w) * ∑ i, v i * density χ i := by
    rw [Finset.mul_sum, Finset.mul_sum, ← Finset.sum_add_distrib]
    refine Finset.sum_congr rfl fun i _ => ?_
    rw [hn i]
    ring
  have a' := mul_le_mul_of_nonneg_left a h0
  have b' := mul_le_mul_of_nonneg_left b (sub_nonneg.mpr h1)
  have c' := mul_le_mul_of_nonneg_left (hφ.2 η hη) h0
  have d' := mul_le_mul_of_nonneg_left (hχ.2 η hη) (sub_nonneg.mpr h1)
  linarith
```

## The degenerate level of T

The inner products of the columns are computed entry by entry without the normalisation. Rescaling by the factor $1/\sqrt6$ then gives $V^\dagger V=1$.

```lean
lemma frame_gram : frameᴴ * frame = (6 : ℂ) • (1 : Matrix (Fin 2) (Fin 2) ℂ) := by
  have hs : (Real.sqrt 2 : ℂ) * (Real.sqrt 2 : ℂ) = 2 := by
    exact_mod_cast Real.mul_self_sqrt (show (0 : ℝ) ≤ 2 by norm_num)
  ext i j
  fin_cases i <;> fin_cases j <;>
    simp [frame, Matrix.mul_apply, Fin.sum_univ_six, hs] <;> norm_num

/-- The two columns of `V` are orthonormal. -/
theorem V_isometry : Vᴴ * V = 1 := by
  have h6 : (Real.sqrt 6 : ℂ) * (Real.sqrt 6 : ℂ) = 6 := by
    exact_mod_cast Real.mul_self_sqrt (show (0 : ℝ) ≤ 6 by norm_num)
  have hs : star ((Real.sqrt 6 : ℂ)⁻¹) = (Real.sqrt 6 : ℂ)⁻¹ := by simp
  have h : star ((Real.sqrt 6 : ℂ)⁻¹) * (Real.sqrt 6 : ℂ)⁻¹ * 6 = 1 := by
    rw [hs, ← mul_inv, h6]
    norm_num
  rw [V, conjTranspose_smul, Matrix.smul_mul, Matrix.mul_smul, frame_gram, smul_smul,
    smul_smul, h, one_smul]
```

The next three lemmas say that $V$ preserves the norm, that the energy is $-\|V^\dagger\psi\|^2$, and that Pythagoras' identity holds. The first and third use $V^\dagger V=1$; the second needs only the definition of $T$.

```lean
lemma total_V (c : Fin 2 → ℂ) : total (V *ᵥ c) = total c := by
  have h : ((total (V *ᵥ c) : ℝ) : ℂ) = ((total c : ℝ) : ℂ) := by
    rw [← star_dot_self (V *ᵥ c), ← star_dot_self c, star_mulVec, ← dotProduct_mulVec,
      mulVec_mulVec, V_isometry, one_mulVec]
  exact_mod_cast h

lemma energy_T (ψ : Fin 6 → ℂ) : energy T ψ = -total (Vᴴ *ᵥ ψ) := by
  have h : star ψ ⬝ᵥ (V * Vᴴ) *ᵥ ψ = star (Vᴴ *ᵥ ψ) ⬝ᵥ (Vᴴ *ᵥ ψ) := by
    rw [star_mulVec, conjTranspose_conjTranspose, ← dotProduct_mulVec, mulVec_mulVec]
  rw [energy, T, neg_mulVec, dotProduct_neg, h, star_dot_self, Complex.neg_re,
    Complex.ofReal_re]

lemma pythagoras (ψ : Fin 6 → ℂ) :
    total (ψ - V *ᵥ (Vᴴ *ᵥ ψ)) = total ψ - total (Vᴴ *ᵥ ψ) := by
  have h1 : star ψ ⬝ᵥ V *ᵥ (Vᴴ *ᵥ ψ) = ((total (Vᴴ *ᵥ ψ) : ℝ) : ℂ) := by
    rw [← star_dot_self, dotProduct_mulVec, star_mulVec, conjTranspose_conjTranspose]
  have h2 : star (V *ᵥ (Vᴴ *ᵥ ψ)) ⬝ᵥ ψ = ((total (Vᴴ *ᵥ ψ) : ℝ) : ℂ) := by
    rw [star_mulVec, ← dotProduct_mulVec, star_dot_self]
  have h3 : star (V *ᵥ (Vᴴ *ᵥ ψ)) ⬝ᵥ V *ᵥ (Vᴴ *ᵥ ψ) = ((total (Vᴴ *ᵥ ψ) : ℝ) : ℂ) := by
    rw [star_dot_self, total_V]
  have h : ((total (ψ - V *ᵥ (Vᴴ *ᵥ ψ)) : ℝ) : ℂ)
      = ((total ψ : ℝ) : ℂ) - ((total (Vᴴ *ᵥ ψ) : ℝ) : ℂ) := by
    rw [← star_dot_self (ψ - V *ᵥ (Vᴴ *ᵥ ψ)), star_sub, sub_dotProduct, dotProduct_sub,
      dotProduct_sub, h1, h2, h3, star_dot_self]
    ring
  exact_mod_cast h
```

In the forward direction of `ground_iff`, a ground state is compared with $V(1,0)$, whose energy is $-1$. This forces $\|\psi-VV^\dagger\psi\|^2=0$, so $\psi=Vc$ with $c=V^\dagger\psi$. The converse is the lower bound on the energy.

```lean
/-- The ground states of `T` are exactly the vectors `V c` with `c` normalised. -/
theorem ground_iff (ψ : Fin 6 → ℂ) :
    IsGroundState T ψ ↔ ∃ c : Fin 2 → ℂ, total c = 1 ∧ ψ = V *ᵥ c := by
  have e (c : Fin 2 → ℂ) : energy T (V *ᵥ c) = -total c := by
    rw [energy_T, mulVec_mulVec, V_isometry, one_mulVec]
  constructor
  · rintro ⟨hn, hmin⟩
    have u : total (![1, 0] : Fin 2 → ℂ) = 1 := by simp [total, density]
    have h := hmin (V *ᵥ ![1, 0]) (by rw [total_V, u])
    rw [e, u, energy_T] at h
    have p := pythagoras ψ
    have q := total_nonneg (ψ - V *ᵥ (Vᴴ *ᵥ ψ))
    -- the part of the state outside the range of `V` vanishes
    have z : total (ψ - V *ᵥ (Vᴴ *ᵥ ψ)) = 0 := by linarith
    refine ⟨Vᴴ *ᵥ ψ, by linarith, ?_⟩
    funext i
    have zi := (Finset.sum_eq_zero_iff_of_nonneg
      (fun i _ => Complex.normSq_nonneg ((ψ - V *ᵥ (Vᴴ *ᵥ ψ)) i))).mp z i (Finset.mem_univ i)
    exact sub_eq_zero.mp (Complex.normSq_eq_zero.mp zi)
  · rintro ⟨c, hc, rfl⟩
    refine ⟨by rw [total_V, hc], fun φ hφ => ?_⟩
    rw [e, hc, energy_T]
    have p := pythagoras φ
    have q := total_nonneg (φ - V *ᵥ (Vᴴ *ᵥ φ))
    linarith
```

## The sphere and the excluded mixtures

The density of $Vc$ is written out site by site, in terms of `c 0` and `c 1` instead of $x,y,z$.

```lean
lemma density_V (c : Fin 2 → ℂ) (i : Fin 6) : density (V *ᵥ c) i =
    ![2 * Complex.normSq (c 0), 2 * Complex.normSq (c 1), Complex.normSq (c 0 + c 1),
      Complex.normSq (c 0 - c 1), Complex.normSq (c 0 + Complex.I * c 1),
      Complex.normSq (c 0 - Complex.I * c 1)] i / 6 := by
  have h : Complex.normSq ((Real.sqrt 6 : ℂ)⁻¹) = 1 / 6 := by
    rw [map_inv₀, Complex.normSq_ofReal, Real.mul_self_sqrt (by norm_num)]
    norm_num
  rw [density, V, smul_mulVec, Pi.smul_apply, smul_eq_mul, Complex.normSq_mul, h]
  fin_cases i <;>
    simp [frame, mulVec, dotProduct, Fin.sum_univ_two, sub_eq_add_neg] <;> ring
```

The sphere equation is then a polynomial equation in the real and imaginary parts of $c$, and it follows from the normalisation of $c$. The step `linear_combination` writes the difference of its two sides as a multiple of $|c_0|^2+|c_1|^2-1$, which vanishes.

```lean
/-- Every ground density of `T` lies at squared distance 1/18 from the uniform density. -/
theorem ground_density_sphere {ψ : Fin 6 → ℂ} (h : IsGroundState T ψ) :
    ∑ i, (density ψ i - 1 / 6) ^ 2 = 1 / 18 := by
  obtain ⟨c, hc, rfl⟩ := (ground_iff ψ).mp h
  simp only [total, density, Fin.sum_univ_two, Complex.normSq_apply] at hc
  simp [Fin.sum_univ_six, density_V, Complex.normSq_apply]
  linear_combination (2 / 9 * ((c 0).re * (c 0).re + (c 0).im * (c 0).im
    + ((c 1).re * (c 1).re + (c 1).im * (c 1).im)) - 1 / 9) * hc
```

The general exclusion takes two ground states with different densities, a weight strictly between 0 and 1, and any potential. It says that no ground state in that potential has the mixed density. The comparison theorem puts `ψ` on the sphere, and `k` is the convexity identity from the derivation. Together they force $\sum_i(n_i^\varphi-n_i^\chi)^2=0$, against the assumption `hne`.

```lean
/-- No proper mixture of two different ground densities of `T` is the density of a pure ground
state of `T` plus an on-site potential. -/
theorem mixture_not_pure_representable {φ χ : Fin 6 → ℂ} {w : ℝ}
    (hφ : IsGroundState T φ) (hχ : IsGroundState T χ) (hne : density φ ≠ density χ)
    (h0 : 0 < w) (h1 : w < 1) (v : Fin 6 → ℝ) (ψ : Fin 6 → ℂ)
    (hψ : IsGroundState (withPotential T v) ψ) :
    ¬ ∀ i, density ψ i = w * density φ i + (1 - w) * density χ i := by
  intro hn
  have s := ground_density_sphere (ground_of_mixed_density hφ hχ hψ h0.le h1.le hn)
  have a := ground_density_sphere hφ
  have b := ground_density_sphere hχ
  -- strict convexity of the squared distance
  have k : ∑ i, (density ψ i - 1 / 6) ^ 2 = w * ∑ i, (density φ i - 1 / 6) ^ 2
      + (1 - w) * ∑ i, (density χ i - 1 / 6) ^ 2
      - w * (1 - w) * ∑ i, (density φ i - density χ i) ^ 2 := by
    simp only [Fin.sum_univ_six, hn]
    ring
  rw [s, a, b] at k
  have m : w * (1 - w) * ∑ i, (density φ i - density χ i) ^ 2 = 0 := by linarith
  have z := (mul_eq_zero.mp m).resolve_left (mul_pos h0 (sub_pos.mpr h1)).ne'
  apply hne
  funext i
  have zi := (Finset.sum_eq_zero_iff_of_nonneg
    (fun i _ => sq_nonneg (density φ i - density χ i))).mp z i (Finset.mem_univ i)
  exact sub_eq_zero.mp (pow_eq_zero_iff (two_ne_zero)|>.mp zi)
```

The last theorem joins both halves of the claim: $V(1,0)$ and $V(0,1)$ are ground states whose densities average to $\frac16$, and no pure ground state of $T$ plus a potential has that density. The second half is the previous theorem at $w=\frac12$, since the two densities differ on site 0.

```lean
/-- The uniform density 1/6 is the average of the densities of two ground states of `T`, yet no
on-site potential added to `T` gives a pure ground state with that density. -/
theorem uniform_not_pure_representable :
    (IsGroundState T (V *ᵥ ![1, 0]) ∧ IsGroundState T (V *ᵥ ![0, 1]) ∧
      ∀ i, (density (V *ᵥ ![1, 0]) i + density (V *ᵥ ![0, 1]) i) / 2 = 1 / 6) ∧
    ∀ (v : Fin 6 → ℝ) (ψ : Fin 6 → ℂ), IsGroundState (withPotential T v) ψ →
      ¬ ∀ i, density ψ i = 1 / 6 := by
  have g1 : IsGroundState T (V *ᵥ ![1, 0]) :=
    (ground_iff _).mpr ⟨![1, 0], by simp [total, density], rfl⟩
  have g2 : IsGroundState T (V *ᵥ ![0, 1]) :=
    (ground_iff _).mpr ⟨![0, 1], by simp [total, density], rfl⟩
  have avg : ∀ i, (density (V *ᵥ ![1, 0]) i + density (V *ᵥ ![0, 1]) i) / 2 = 1 / 6 := by
    intro i
    rw [density_V, density_V]
    fin_cases i <;> simp <;> norm_num
  refine ⟨⟨g1, g2, avg⟩, fun v ψ hψ hu => ?_⟩
  -- the two ground densities differ on the first site
  have hne : density (V *ᵥ ![1, 0]) ≠ density (V *ᵥ ![0, 1]) := by
    intro h
    have h' := congrFun h 0
    rw [density_V, density_V] at h'
    simp at h'
  refine mixture_not_pure_representable (w := 1 / 2) g1 g2 hne (by norm_num) (by norm_num)
    v ψ hψ fun i => ?_
  rw [hu i, ← avg i]
  ring

end

end EnsembleNotPureRepresentable
```

The mixture enters as an average of densities, without a density matrix. The hopping matrix stays fixed while the potential varies, so a different hopping matrix may well have a pure ground state with uniform density. Interactions and further particles are absent from the model.

```lean
#print axioms EnsembleNotPureRepresentable.uniform_not_pure_representable
-- 'EnsembleNotPureRepresentable.uniform_not_pure_representable' depends on axioms: [propext, Classical.choice, Quot.sound]
```
